# Star products of passive scatterers are passive, while an absorbing layer's transfer matrix diverges with thickness

## Does passivity survive stacking?

Joining two passive scatterers by the Redheffer star product gives a passive scatterer, provided the multiple-reflection factor between them exists, and the same should hold for any finite stack. A purely absorbing layer is passive at every thickness $d$, yet its transfer matrix contains $\exp(kd)$, where $k>0$ is the decay rate of the wave amplitude with depth. I'd like to see this made rigorous and machine-checked. How does the argument go?

## The internal powers cancel at each junction

Yes, it holds: the power inequalities of the two sections add up to that of the whole.

Let $S$ be the left section and $T$ the right one, each with reflection and transmission blocks $r,t$ for waves from the left and $r',t'$ for waves from the right. Waves $a$ and $e$ come in from the left and right, $b$ and $c$ leave on the left and right, and $u$ (rightward) and $w$ (leftward) run between the sections:

$$u=t_Sa+r'_Sw,\qquad w=r_Tu+t'_Te.$$

Eliminating $w$ gives $(1-r'_Sr_T)u=t_Sa+r'_St'_Te$. If $(1-r'_Sr_T)M=1$, then $u=M(t_Sa+r'_St'_Te)$ is a solution. Inserting it in $b=r_Sa+t'_Sw$ and $c=t_Tu+r'_Te$ yields the star product:

$$b=(r_S+t'_Sr_TMt_S)a+(t'_St'_T+t'_Sr_TMr'_St'_T)e,$$
$$c=t_TMt_Sa+(r'_T+t_TMr'_St'_T)e.$$

With $P(v)=\sum_i|v_i|^2$, passivity of the two sections reads

$$P(b)+P(u)\le P(a)+P(w),\qquad P(w)+P(c)\le P(u)+P(e).$$

Adding these cancels $P(u)$ and $P(w)$, leaving $P(b)+P(c)\le P(a)+P(e)$. The empty stack transmits everything unchanged, so induction covers every finite stack.

The factor $M$ exists if $T$ is passive and back reflection from $S$ strictly loses power, $P(r'_Sx)<P(x)$ for $x\ne0$. Otherwise some $x\neq0$ satisfies $x=r'_Sr_Tx$. Then $y=r_Tx$ is nonzero, and $P(x)=P(r'_Sy)<P(y)\le P(x)$, a contradiction.

For the absorbing layer, $b=\exp(-kd)\,e$ and $c=\exp(-kd)\,a$. With $k>0$ and $d\ge0$, each power is multiplied by $\exp(-2kd)\le1$. Solving for the right-hand waves gives $c=\exp(-kd)\,a$ and $e=\exp(kd)\,b$, whose growing coefficient tends to infinity with $d$.

### What the Lean statements say

`Scatterer n` holds the four complex blocks, with the same finite channel set `n` on every side. `outL` and `outR` are the outgoing waves, and `Passive` is the contraction property written with squared norms. Taking `power` as the energy flux presupposes flux-normalised propagating channels in lossless media on both sides of each section; evanescent channels and absorbing surroundings need a different power form.

`redheffer S T M` takes the multiple-reflection factor as an argument, and the theorems require `(1 - S.r' * T.r) * M = 1`. `IsStack L T` demands such a factor at every junction, with the leftmost layer first in the list. `stack_passive` assumes that the stack exists; `lossy_stack_exists` derives existence from strict loss in back reflection.

`layer k d` is an idealised absorber: reflection and propagation phase are left out of the model. `transfer k d` acts on one channel, taking (rightward, leftward) amplitudes from the left side to the right.

```lean
import Mathlib

open Matrix

namespace PassiveLayerStacks

noncomputable section

variable {n : Type*} [Fintype n]

/-- Total power carried by the complex amplitudes of all channels. -/
def power (v : n → ℂ) : ℝ := ∑ i, ‖v i‖ ^ 2

/-- A scatterer with reflection `r` and transmission `t` for waves from the left,
and `r'`, `t'` for waves from the right. -/
structure Scatterer (n : Type*) where
  r : Matrix n n ℂ
  t : Matrix n n ℂ
  r' : Matrix n n ℂ
  t' : Matrix n n ℂ

/-- Wave leaving on the left, for incoming waves `a` from the left and `e` from the right. -/
def Scatterer.outL (S : Scatterer n) (a e : n → ℂ) : n → ℂ := S.r *ᵥ a + S.t' *ᵥ e

/-- Wave leaving on the right, for incoming waves `a` from the left and `e` from the right. -/
def Scatterer.outR (S : Scatterer n) (a e : n → ℂ) : n → ℂ := S.t *ᵥ a + S.r' *ᵥ e

/-- A scatterer is passive if the outgoing power never exceeds the incoming power. -/
def Scatterer.Passive (S : Scatterer n) : Prop :=
  ∀ a e, power (S.outL a e) + power (S.outR a e) ≤ power a + power e

/-- Redheffer star product of `S` (left) and `T` (right), where `M` is the
multiple-reflection factor between them. -/
def redheffer (S T : Scatterer n) (M : Matrix n n ℂ) : Scatterer n where
  r := S.r + S.t' * T.r * M * S.t
  t := T.t * M * S.t
  r' := T.r' + T.t * M * S.r' * T.t'
  t' := S.t' * T.t' + S.t' * T.r * M * S.r' * T.t'

variable [DecidableEq n]

/-- The empty stack: every wave passes unchanged. -/
def vacuum : Scatterer n := ⟨0, 1, 0, 1⟩

/-- `IsStack L T` says that `T` is the star product of the list of layers `L`, with an
inverse of `1 - r' r` at every junction. -/
inductive IsStack : List (Scatterer n) → Scatterer n → Prop
  | nil : IsStack [] vacuum
  | cons {S T : Scatterer n} {L : List (Scatterer n)} {M : Matrix n n ℂ}
      (hM : (1 - S.r' * T.r) * M = 1) (hT : IsStack L T) :
      IsStack (S :: L) (redheffer S T M)

/-- Between the two sections there are waves `u` (rightward) and `w` (leftward) that obey
both scattering relations and produce the outgoing waves of the star product. -/
theorem internal_waves (S T : Scatterer n) {M : Matrix n n ℂ}
    (hM : (1 - S.r' * T.r) * M = 1) (a e : n → ℂ) :
    ∃ u w, u = S.outR a w ∧ w = T.outL u e ∧
      (redheffer S T M).outL a e = S.outL a w ∧
      (redheffer S T M).outR a e = T.outR u e := by
  obtain ⟨u, hu⟩ : ∃ u, u = M *ᵥ (S.t *ᵥ a + S.r' *ᵥ (T.t' *ᵥ e)) := ⟨_, rfl⟩
  refine ⟨u, T.outL u e, ?_, rfl, ?_, ?_⟩
  · -- the factor `M` solves the round-trip equation for `u`
    have h : (1 - S.r' * T.r) *ᵥ u = S.t *ᵥ a + S.r' *ᵥ (T.t' *ᵥ e) := by
      rw [hu, Matrix.mulVec_mulVec, hM, Matrix.one_mulVec]
    rw [Matrix.sub_mulVec, Matrix.one_mulVec, ← Matrix.mulVec_mulVec,
      sub_eq_iff_eq_add] at h
    refine h.trans ?_
    simp only [Scatterer.outR, Scatterer.outL, Matrix.mulVec_add]
    abel
  · simp only [Scatterer.outL, redheffer, hu, Matrix.add_mulVec, Matrix.mulVec_add,
      ← Matrix.mulVec_mulVec]
    abel
  · simp only [Scatterer.outR, redheffer, hu, Matrix.add_mulVec, Matrix.mulVec_add,
      ← Matrix.mulVec_mulVec]
    abel

/-- The star product of two passive scatterers is passive. -/
theorem redheffer_passive {S T : Scatterer n} {M : Matrix n n ℂ}
    (hM : (1 - S.r' * T.r) * M = 1) (hS : S.Passive) (hT : T.Passive) :
    (redheffer S T M).Passive := by
  intro a e
  obtain ⟨u, w, hu, hw, hL, hR⟩ := internal_waves S T hM a e
  have h1 := hS a w
  have h2 := hT u e
  rw [← hu] at h1
  rw [← hw] at h2
  -- the internal powers of `u` and `w` cancel in the sum
  rw [hL, hR]
  linarith

/-- Any finite stack of passive layers is passive. -/
theorem stack_passive {L : List (Scatterer n)} {T : Scatterer n} (h : IsStack L T)
    (hL : ∀ S ∈ L, S.Passive) : T.Passive := by
  induction h with
  | nil =>
    intro a e
    simp only [Scatterer.outL, Scatterer.outR, vacuum, Matrix.zero_mulVec,
      Matrix.one_mulVec, zero_add, add_zero]
    linarith
  | cons hM hT ih =>
    exact redheffer_passive hM (hL _ (by simp))
      (ih fun S hS => hL S (List.mem_cons_of_mem _ hS))

/-- If reflection from the right side of `S` always loses power and `T` is passive, the
multiple-reflection factor between them exists. -/
theorem multiple_reflection_exists {S T : Scatterer n}
    (hS : ∀ x, x ≠ 0 → power (S.r' *ᵥ x) < power x) (hT : T.Passive) :
    ∃ M, (1 - S.r' * T.r) * M = 1 := by
  refine ⟨(1 - S.r' * T.r)⁻¹,
    Matrix.mul_nonsing_inv _ (isUnit_iff_ne_zero.mpr fun h0 => ?_)⟩
  -- a singular factor would mean a wave that survives a round trip unchanged
  obtain ⟨x, hx, h⟩ := Matrix.exists_mulVec_eq_zero_iff.mpr h0
  rw [Matrix.sub_mulVec, Matrix.one_mulVec, ← Matrix.mulVec_mulVec, sub_eq_zero] at h
  by_cases hr : T.r *ᵥ x = 0
  · rw [hr, Matrix.mulVec_zero] at h
    exact hx h
  · have h1 := hS _ hr
    rw [← h] at h1
    have h2 := hT x 0
    simp only [Scatterer.outL, Scatterer.outR, Matrix.mulVec_zero, add_zero] at h2
    have h3 : power (0 : n → ℂ) = 0 := by simp [power]
    have h4 : 0 ≤ power (T.t *ᵥ x) := Finset.sum_nonneg fun i _ => sq_nonneg _
    linarith

/-- Passive layers whose reflection from the right always loses power can be stacked in any
finite number, and the stack is passive. -/
theorem lossy_stack_exists (L : List (Scatterer n)) (hL : ∀ S ∈ L, S.Passive)
    (hr : ∀ S ∈ L, ∀ x, x ≠ 0 → power (S.r' *ᵥ x) < power x) :
    ∃ T, IsStack L T ∧ T.Passive := by
  induction L with
  | nil => exact ⟨vacuum, IsStack.nil, stack_passive IsStack.nil hL⟩
  | cons S L ih =>
    obtain ⟨T, hT, hP⟩ := ih (fun S hS => hL S (List.mem_cons_of_mem _ hS))
      (fun S hS => hr S (List.mem_cons_of_mem _ hS))
    obtain ⟨M, hM⟩ := multiple_reflection_exists (hr S (by simp)) hP
    exact ⟨_, IsStack.cons hM hT, redheffer_passive hM (hL S (by simp)) hP⟩

/-- Reflectionless layer of thickness `d` with amplitude transmission `exp (-k d)`. -/
def layer (k d : ℝ) : Scatterer n where
  r := 0
  t := Matrix.diagonal fun _ => ((Real.exp (-(k * d)) : ℝ) : ℂ)
  r' := 0
  t' := Matrix.diagonal fun _ => ((Real.exp (-(k * d)) : ℝ) : ℂ)

/-- Transfer matrix of the same layer in one channel, taking the (rightward, leftward)
amplitudes on the left side to those on the right side. -/
def transfer (k d : ℝ) : Matrix (Fin 2) (Fin 2) ℂ :=
  !![((Real.exp (-(k * d)) : ℝ) : ℂ), 0; 0, ((Real.exp (k * d) : ℝ) : ℂ)]

/-- The layer multiplies the waves crossing it in either direction by `exp (-k d)`. -/
theorem layer_out (k d : ℝ) (a e : n → ℂ) :
    (layer k d).outL a e = (fun i => ((Real.exp (-(k * d)) : ℝ) : ℂ) * e i) ∧
    (layer k d).outR a e = (fun i => ((Real.exp (-(k * d)) : ℝ) : ℂ) * a i) := by
  constructor <;> ext i <;>
    simp [Scatterer.outL, Scatterer.outR, layer]

/-- An absorbing layer of any thickness is passive. -/
theorem layer_passive {k d : ℝ} (hk : 0 < k) (hd : 0 ≤ d) :
    (layer k d : Scatterer n).Passive := by
  have hexp : Real.exp (-(k * d)) ≤ 1 :=
    Real.exp_le_one_iff.mpr (neg_nonpos.mpr (mul_nonneg hk.le hd))
  have key : ∀ v : n → ℂ,
      power (fun i => ((Real.exp (-(k * d)) : ℝ) : ℂ) * v i) ≤ power v := by
    intro v
    refine Finset.sum_le_sum fun i _ => pow_le_pow_left₀ (norm_nonneg _) ?_ 2
    rw [norm_mul, Complex.norm_real, Real.norm_eq_abs, abs_of_pos (Real.exp_pos _)]
    exact mul_le_of_le_one_left (norm_nonneg _) hexp
  intro a e
  rw [(layer_out k d a e).1, (layer_out k d a e).2]
  linarith [key a, key e]

/-- The scattering and transfer descriptions of the layer impose the same relations on the
four waves `a`, `b` (left side) and `c`, `e` (right side). -/
theorem layer_iff_transfer (k d : ℝ) (a b c e : n → ℂ) :
    (b = (layer k d).outL a e ∧ c = (layer k d).outR a e) ↔
      ∀ i, c i = (transfer k d *ᵥ ![a i, b i]) 0 ∧
        e i = (transfer k d *ᵥ ![a i, b i]) 1 := by
  have hc : ((Real.exp (-(k * d)) : ℝ) : ℂ) * ((Real.exp (k * d) : ℝ) : ℂ) = 1 := by
    rw [← Complex.ofReal_mul, ← Real.exp_add, neg_add_cancel, Real.exp_zero,
      Complex.ofReal_one]
  have h0 : ∀ x y : ℂ, (transfer k d *ᵥ ![x, y]) 0
      = ((Real.exp (-(k * d)) : ℝ) : ℂ) * x := by
    intro x y
    simp [transfer, Matrix.mulVec, dotProduct, Fin.sum_univ_two]
  have h1 : ∀ x y : ℂ, (transfer k d *ᵥ ![x, y]) 1
      = ((Real.exp (k * d) : ℝ) : ℂ) * y := by
    intro x y
    simp [transfer, Matrix.mulVec, dotProduct, Fin.sum_univ_two]
  rw [(layer_out k d a e).1, (layer_out k d a e).2]
  simp only [h0, h1]
  constructor
  · rintro ⟨hb, hc'⟩ i
    have hbi := congrFun hb i
    refine ⟨congrFun hc' i, ?_⟩
    rw [hbi]
    linear_combination (-(e i)) * hc
  · intro h
    refine ⟨funext fun i => ?_, funext fun i => (h i).1⟩
    linear_combination (-((Real.exp (-(k * d)) : ℝ) : ℂ)) * (h i).2 - b i * hc

/-- The second diagonal entry of the transfer matrix of an absorbing layer grows without
bound as the thickness increases. -/
theorem transfer_unbounded {k : ℝ} (hk : 0 < k) :
    Filter.Tendsto (fun d => ‖transfer k d 1 1‖) Filter.atTop Filter.atTop := by
  have h : ∀ d, ‖transfer k d 1 1‖ = Real.exp (k * d) := by
    intro d
    change ‖((Real.exp (k * d) : ℝ) : ℂ)‖ = _
    rw [Complex.norm_real, Real.norm_eq_abs, abs_of_pos (Real.exp_pos _)]
  simp only [h]
  exact Real.tendsto_exp_atTop.comp (Filter.tendsto_id.const_mul_atTop hk)

end

end PassiveLayerStacks
```

```lean
#print axioms PassiveLayerStacks.lossy_stack_exists
#print axioms PassiveLayerStacks.layer_passive
#print axioms PassiveLayerStacks.layer_iff_transfer
#print axioms PassiveLayerStacks.transfer_unbounded
```

```
'PassiveLayerStacks.lossy_stack_exists' depends on axioms: [propext, Classical.choice, Quot.sound]
'PassiveLayerStacks.layer_passive' depends on axioms: [propext, Classical.choice, Quot.sound]
'PassiveLayerStacks.layer_iff_transfer' depends on axioms: [propext, Classical.choice, Quot.sound]
'PassiveLayerStacks.transfer_unbounded' depends on axioms: [propext, Classical.choice, Quot.sound]
```

### How the proof follows the derivation

`internal_waves` constructs `u` from `M`, defines `w` by the scattering relation of the right section, and checks the relation for `u` and both outputs by expanding matrix products. `redheffer_passive` applies the two passivity hypotheses to these waves, and `linarith` performs the cancellation. `stack_passive` is the induction.

`multiple_reflection_exists` turns a zero determinant into the kernel vector `x`, treats `T.r *ᵥ x = 0` separately, and reaches the contradiction above. `lossy_stack_exists` uses it at each junction.

`layer_passive` compares powers channel by channel. `layer_iff_transfer` shows that the scattering and transfer relations are equivalent, using $\exp(-kd)\exp(kd)=1$, and `transfer_unbounded` gives the divergence.

### Lossless sections and facing mirrors

If both sections conserve power exactly, the two inequalities become equalities, and the same addition shows that their star product conserves power.

Passivity alone does not guarantee that $M$ exists. Take two one-channel perfect mirrors with $r=r'=1$ and $t=t'=0$. Both are passive, but $1-r'_Sr_T=0$, so no $M$ exists: a wave can bounce between them forever. The strict inequality for back reflection excludes this. It does not require absorption: a lossless section satisfies it if every wave arriving from the right is at least partly transmitted.

For multilayer optics simulations with finitely many channels, all propagating and flux-normalised in lossless media on both sides of each section, the result bounds the scattering amplitudes of a passive stack however thick its absorbing layers are; it concerns exact arithmetic, not rounding error.
